# Moving pair probability to a middle distance can lower both the mean repulsion and the mean separation

In a discrete model, a pair of electrons has distance 1, 2 or 4 in atomic units, with non-negative probabilities that sum to one. In these units the Coulomb repulsion at distance u is 1/u. The theorem starts from probability 1/3 for each distance and moves 1/6 from each outer distance to the middle one. It states that both distributions are valid, that the mean repulsion ⟨1/u⟩ goes from 7/12 to 13/24, and that the mean separation ⟨u⟩ goes from 7/3 to 13/6, so both means fall. The attempt gets the validity of the new distribution from the preceding lemma, and leaves each of the four mean values to the same `norm_num` call, which unfolds the definitions and expands the sums.

This version doesn't compile in Lean 4 with Mathlib:

```lean
import Mathlib

open Finset

namespace UniformCounterexample

noncomputable section

/-- A discrete intracule: non-negative probabilities of three pair distances, with sum one. -/
def IsIntracule (p : Fin 3 → ℝ) : Prop :=
  (∀ i, 0 ≤ p i) ∧ ∑ i, p i = 1

/-- The mean repulsion `⟨1/u⟩` of weights `p` on non-zero pair distances `u`. -/
def repulsion (u p : Fin 3 → ℝ) : ℝ := ∑ i, p i / u i

/-- The mean separation `⟨u⟩` of weights `p` on pair distances `u`. -/
def separation (u p : Fin 3 → ℝ) : ℝ := ∑ i, p i * u i

/-- The model transfer: weight `a` moves from the first distance and weight `b` from the third
distance to the second. -/
def correlate (a b : ℝ) (p : Fin 3 → ℝ) : Fin 3 → ℝ :=
  ![p 0 - a, p 1 + a + b, p 2 - b]

/-- The pair distances 1, 2 and 4. -/
def dist124 : Fin 3 → ℝ := ![1, 2, 4]

/-- Moving non-negative weights `a` and `b` turns an intracule into an intracule exactly when
neither exceeds the probability from which it is taken. -/
theorem isIntracule_correlate_iff {p : Fin 3 → ℝ} {a b : ℝ} (hp : IsIntracule p)
    (ha : 0 ≤ a) (hb : 0 ≤ b) :
    IsIntracule (correlate a b p) ↔ a ≤ p 0 ∧ b ≤ p 2 := by
  constructor
  · intro h
    have h0 : 0 ≤ p 0 - a := h.1 0
    have h2 : 0 ≤ p 2 - b := h.1 2
    exact ⟨by linarith, by linarith⟩
  · rintro ⟨h0, h2⟩
    have h1 := hp.1 1
    have hs := hp.2
    rw [Fin.sum_univ_three] at hs
    refine ⟨fun i => ?_, ?_⟩
    · fin_cases i
      · show 0 ≤ p 0 - a
        linarith
      · show 0 ≤ p 1 + a + b
        linarith
      · show 0 ≤ p 2 - b
        linarith
    · rw [Fin.sum_univ_three]
      show p 0 - a + (p 1 + a + b) + (p 2 - b) = 1
      linarith

/-- Start from equal probabilities of the distances 1, 2, 4 and move 1/6 from each outer distance
to the middle one: the result is an intracule, the mean repulsion goes from 7/12 to 13/24, and
the mean separation goes from 7/3 to 13/6. -/
theorem uniform_counterexample :
    IsIntracule (fun _ => 1 / 3) ∧ IsIntracule (correlate (1 / 6) (1 / 6) (fun _ => 1 / 3)) ∧
    repulsion dist124 (fun _ => 1 / 3) = 7 / 12 ∧
    repulsion dist124 (correlate (1 / 6) (1 / 6) (fun _ => 1 / 3)) = 13 / 24 ∧
    separation dist124 (fun _ => 1 / 3) = 7 / 3 ∧
    separation dist124 (correlate (1 / 6) (1 / 6) (fun _ => 1 / 3)) = 13 / 6 := by
  have hp : IsIntracule (fun _ => 1 / 3) :=
    ⟨fun _ => by norm_num, by rw [Fin.sum_univ_three]; norm_num⟩
  refine ⟨hp, (isIntracule_correlate_iff hp (by norm_num) (by norm_num)).2
    ⟨by norm_num, by norm_num⟩, ?_, ?_, ?_, ?_⟩ <;>
  norm_num [repulsion, separation, correlate, dist124, Fin.sum_univ_three]

end

end UniformCounterexample
```

The compiler's answer:

```
Main.lean:61:80: error: unsolved goals
case refine_1
hp : IsIntracule fun x => 1 / 3
⊢ 1 / 2 + 1 / 3 / ![1, 2, 4] 2 = 7 / 12

case refine_2
hp : IsIntracule fun x => 1 / 3
⊢ 1 / 2 + ![1 / 6, 2 / 3, 1 / 6] 2 / ![1, 2, 4] 2 = 13 / 24

case refine_3
hp : IsIntracule fun x => 1 / 3
⊢ 1 + 1 / 3 * ![1, 2, 4] 2 = 7 / 3

case refine_4
hp : IsIntracule fun x => 1 / 3
⊢ 3 / 2 + ![1 / 6, 2 / 3, 1 / 6] 2 * ![1, 2, 4] 2 = 13 / 6
```

Lean accepts the file once it reads:

```diff
@@ -63,6 +63,17 @@
     ⟨fun _ => by norm_num, by rw [Fin.sum_univ_three]; norm_num⟩
   refine ⟨hp, (isIntracule_correlate_iff hp (by norm_num) (by norm_num)).2
-    ⟨by norm_num, by norm_num⟩, ?_, ?_, ?_, ?_⟩ <;>
-  norm_num [repulsion, separation, correlate, dist124, Fin.sum_univ_three]
+    ⟨by norm_num, by norm_num⟩, ?_, ?_, ?_, ?_⟩
+  · simp only [repulsion, Fin.sum_univ_three]
+    show (1 / 3 : ℝ) / 1 + 1 / 3 / 2 + 1 / 3 / 4 = 7 / 12
+    norm_num
+  · simp only [repulsion, Fin.sum_univ_three]
+    show (1 / 3 - 1 / 6 : ℝ) / 1 + (1 / 3 + 1 / 6 + 1 / 6) / 2 + (1 / 3 - 1 / 6) / 4 = 13 / 24
+    norm_num
+  · simp only [separation, Fin.sum_univ_three]
+    show (1 / 3 : ℝ) * 1 + 1 / 3 * 2 + 1 / 3 * 4 = 7 / 3
+    norm_num
+  · simp only [separation, Fin.sum_univ_three]
+    show (1 / 3 - 1 / 6 : ℝ) * 1 + (1 / 3 + 1 / 6 + 1 / 6) * 2 + (1 / 3 - 1 / 6) * 4 = 13 / 6
+    norm_num
 
 end
```

The error lists four unsolved goals, one for each mean value. In all of them `norm_num` has expanded the sum and worked out the first two terms, but the third still contains `![1, 2, 4] 2`, the entry of the distance vector at index 2 (counting from 0). In the two goals after the transfer, the probability `![1 / 6, 2 / 3, 1 / 6] 2` is left as well. Mathlib has ordinary simp lemmas for the entries at indices 0 and 1, and `norm_num` uses them. The entry at index 2 is left to a simplification procedure (simproc), `Matrix.cons_val`, which `simp` runs by default but `norm_num` does not. The lookups therefore stay in place and the arithmetic can't be finished.

The repair treats each goal separately. `simp only` unfolds the mean and writes the sum as three terms, and `show` then restates the goal with every distance and probability written as explicit numbers. Lean accepts the restatement because the two forms are equal by definition: unfolding `dist124` and `correlate` and looking up the entries gives those numbers. The final `norm_num` then has only arithmetic to do. The shared `<;>` gives way to four bullets because each goal needs its own `show`.
